# Fixed total kinetic energy and a persistent energy gap in a linear model of two unevenly heated subsystems

Before accepting a thermostatted Born–Oppenheimer trajectory in which SCF extrapolation causes an energy drift, compute the kinetic temperature of each subsystem as well as that of the whole system. In a linear model with constant heating rates and one common damping rate, the total kinetic energy can sit exactly at its target while two equally large subsystems settle at different temperatures.

```lean
import Mathlib

open Filter Topology Set

namespace ThermostattedUnevenHeating

noncomputable section
```

## Heating, damping and exchange

Let E₁ and E₂ be the smoothed kinetic energies of two subsystems with equally many degrees of freedom. Force errors from incomplete SCF convergence heat them with constant powers a₁ and a₂. A common thermostat damps both energies at the rate g, chosen so that it removes the total heating power when the total kinetic energy is E:

g = (a₁ + a₂)/E

```lean
/-- Damping rate of a common thermostat that removes the heating power `a₁ + a₂` at total
kinetic energy `E`, for `E ≠ 0`. -/
def thermostatRate (a₁ a₂ E : ℝ) : ℝ := (a₁ + a₂) / E
```

The subsystems also exchange energy with a coefficient k, which stands for their physical coupling and has the units of an inverse time. The exchange is proportional to E₂ − E₁, and hence to the temperature difference, because the subsystems are equally large. The rate equations are

E₁′ = a₁ − gE₁ + k(E₂ − E₁)
E₂′ = a₂ − gE₂ + k(E₁ − E₂)

`IsTrajectory` states them for all t ≥ 0. `HasDerivWithinAt` on `Ici 0` makes the derivative at t = 0 one-sided, and nothing is assumed about negative times. The energies are real functions, not required to be non-negative. Fluctuations, potential energy, time-dependent heating and thermostats with a separate target for each subsystem are left out.

```lean
/-- The rate equations for `t ≥ 0`: each subsystem is heated at a constant rate, damped by the
common thermostat, and exchanges energy with the other with coefficient `k`. -/
structure IsTrajectory (a₁ a₂ k E : ℝ) (E₁ E₂ : ℝ → ℝ) : Prop where
  first : ∀ t, 0 ≤ t → HasDerivWithinAt E₁
    (a₁ - thermostatRate a₁ a₂ E * E₁ t + k * (E₂ t - E₁ t)) (Ici 0) t
  second : ∀ t, 0 ≤ t → HasDerivWithinAt E₂
    (a₂ - thermostatRate a₁ a₂ E * E₂ t + k * (E₁ t - E₂ t)) (Ici 0) t
```

Setting the derivative of E₁ − E₂ to zero gives the stationary gap

G = (a₁ − a₂)/(g + 2k)

```lean
/-- The stationary energy difference `(a₁ - a₂) / (g + 2k)`, with `g` the thermostat rate,
for `E ≠ 0` and `g + 2k ≠ 0`. -/
def steadyGap (a₁ a₂ k E : ℝ) : ℝ := (a₁ - a₂) / (thermostatRate a₁ a₂ E + 2 * k)
```

From an initial gap d, the expected time dependence is

D(t) = G + (d − G) exp(−(g + 2k)t)

```lean
/-- The energy difference at time `t` when it starts from `d` and its deviation from the stationary
one varies as `exp (-(g + 2k)t)`, for `E ≠ 0` and `g + 2k ≠ 0`. -/
def gapAt (a₁ a₂ k E d t : ℝ) : ℝ :=
  steadyGap a₁ a₂ k E + (d - steadyGap a₁ a₂ k E) *
    Real.exp (-((thermostatRate a₁ a₂ E + 2 * k) * t))
```

A subsystem with n degrees of freedom and kinetic energy e has the kinetic temperature

T = 2e/(n k_B)

where k_B is Boltzmann's constant, written `kB` in the code.

```lean
/-- Kinetic temperature of a subsystem with `n` degrees of freedom and kinetic energy `e`,
for `n ≠ 0` and `kB ≠ 0`. -/
def temperature (n : ℕ) (kB e : ℝ) : ℝ := 2 * e / (n * kB)
```

## One linear equation for both sum and difference

Take y′ = b − cy with constants b and c ≠ 0. Multiply the deviation from b/c by an integrating factor:

w(t) = (y(t) − b/c) exp(ct)
w′ = (b − cy) exp(ct) + c(y − b/c) exp(ct) = 0

Hence w(t) = w(0), which gives

y(t) = b/c + (y(0) − b/c) exp(−ct)

In the proof, `hw` is the product rule followed by this cancellation, and `hconst` applies the theorem that a continuous function with zero right derivative is constant on [0, t]. The last lines multiply by exp(−ct).

```lean
/-- A quantity with constant source `b` and linear rate coefficient `c ≠ 0`, obeying `y' = b - cy`
on `t ≥ 0`, is `b / c` plus its initial deviation from `b / c` times `exp (-ct)`. -/
theorem linear_relaxation {y : ℝ → ℝ} {b c : ℝ} (hc : c ≠ 0)
    (hy : ∀ t, 0 ≤ t → HasDerivWithinAt y (b - c * y t) (Ici 0) t) {t : ℝ} (ht : 0 ≤ t) :
    y t = b / c + (y 0 - b / c) * Real.exp (-(c * t)) := by
  have hbc : b / c * c = b := div_mul_cancel₀ b hc
  -- the integrating factor turns the deviation into a constant
  have hw : ∀ s, 0 ≤ s →
      HasDerivWithinAt (fun u => (y u - b / c) * Real.exp (c * u)) 0 (Ici 0) s := by
    intro s hs
    have he : HasDerivAt (fun u : ℝ => Real.exp (c * u)) (Real.exp (c * s) * (c * 1)) s :=
      ((hasDerivAt_id' s).const_mul c).exp
    have h : HasDerivWithinAt (fun u => (y u - b / c) * Real.exp (c * u))
        ((b - c * y s) * Real.exp (c * s) + (y s - b / c) * (Real.exp (c * s) * (c * 1)))
        (Ici 0) s := ((hy s hs).sub_const (b / c)).mul he.hasDerivWithinAt
    exact h.congr_deriv (by linear_combination (-Real.exp (c * s)) * hbc)
  have hconst : (y t - b / c) * Real.exp (c * t) = (y 0 - b / c) * Real.exp (c * 0) :=
    constant_of_has_deriv_right_zero
      (fun s hs => (hw s hs.1).continuousWithinAt.mono Icc_subset_Ici_self)
      (fun s hs => (hw s hs.1).mono (Ici_subset_Ici.2 hs.1)) t ⟨ht, le_rfl⟩
  rw [mul_zero, Real.exp_zero, mul_one] at hconst
  rw [← hconst, mul_assoc, ← Real.exp_add, add_neg_cancel, Real.exp_zero]
  ring
```

## The total stays at its target

Adding the rate equations cancels the exchange terms. With S = E₁ + E₂,

S′ = a₁ + a₂ − gS
(a₁ + a₂)/g = E
S(t) = E + (S(0) − E) exp(−gt)

If S(0) = E, the transient vanishes and S(t) = E for all t ≥ 0. The "total energy" in the code is this sum of kinetic energies, without any potential energy. The assumptions a₁ + a₂ > 0 and E > 0 make g positive; neither heating rate needs a sign of its own. The proof passes the sum to `linear_relaxation`, with `ring` cancelling the exchange terms.

```lean
/-- With positive total heating, a total energy that starts at the target `E > 0` stays there. -/
theorem total_energy_conserved {a₁ a₂ k E : ℝ} {E₁ E₂ : ℝ → ℝ} (hA : 0 < a₁ + a₂) (hE : 0 < E)
    (h : IsTrajectory a₁ a₂ k E E₁ E₂) (h0 : E₁ 0 + E₂ 0 = E) {t : ℝ} (ht : 0 ≤ t) :
    E₁ t + E₂ t = E := by
  have hg : 0 < thermostatRate a₁ a₂ E := div_pos hA hE
  have hgE : (a₁ + a₂) / thermostatRate a₁ a₂ E = E := by
    rw [div_eq_iff hg.ne', thermostatRate, mul_div_cancel₀ _ hE.ne']
  -- the exchange terms cancel in the sum
  have hs := linear_relaxation (y := fun s => E₁ s + E₂ s) (b := a₁ + a₂) hg.ne'
    (fun s hs => ((h.first s hs).add (h.second s hs)).congr_deriv (by ring)) ht
  simpa only [hgE, h0, sub_self, zero_mul, add_zero] using hs
```

## The difference relaxes to a gap

Subtracting the rate equations gives, for D = E₁ − E₂,

D′ = a₁ − a₂ − (g + 2k)D

The factor 2 is easily lost: exchange lowers one energy and raises the other, so it changes the difference twice. For a₁ = 1, a₂ = 0, E = 1 and k = 1, we have g = 1, and the stationary energies are 2/3 and 1/3. Their gap is 1/3, whereas a denominator g + k would give 1/2.

The same linear solution, with b = a₁ − a₂ and c = g + 2k, yields the full time dependence. This needs only c ≠ 0 and makes no assumption about the initial total.

```lean
/-- For `g + 2k ≠ 0` the energy difference along a trajectory is given by `gapAt` at every `t ≥ 0`:
its initial deviation from the stationary difference is multiplied by `exp (-(g + 2k)t)`. -/
theorem energy_gap_eq {a₁ a₂ k E : ℝ} {E₁ E₂ : ℝ → ℝ}
    (hc : thermostatRate a₁ a₂ E + 2 * k ≠ 0)
    (h : IsTrajectory a₁ a₂ k E E₁ E₂) {t : ℝ} (ht : 0 ≤ t) :
    E₁ t - E₂ t = gapAt a₁ a₂ k E (E₁ 0 - E₂ 0) t :=
  linear_relaxation (y := fun s => E₁ s - E₂ s) (b := a₁ - a₂) hc
    (fun s hs => ((h.first s hs).sub (h.second s hs)).congr_deriv (by ring)) ht
```

With k ≥ 0 and g > 0, the rate g + 2k is positive, so

exp(−(g + 2k)t) → 0
E₁(t) − E₂(t) → G

The next theorem joins this limit to the conserved total. `Tendsto … atTop` expresses the limit t → ∞. In the proof, `hexp` is the decay of the exponential, and `filter_upwards` restricts the comparison to t ≥ 0, where the rate equations hold.

Positive total heating matters here. Take a₁ = a₂ = 0, k = 0 and E = 1, with constant energies E₁ = 3/4 and E₂ = 1/4. The rate equations hold and the total is 1, but the gap stays at 1/2. The formula for G has become 0/0, which Lean evaluates as 0, so the stated limit would be false.

```lean
/-- With positive total heating, `k ≥ 0` and initial total energy `E > 0`, the total energy stays
`E` while the energy difference tends to `(a₁ - a₂) / (g + 2k)`. -/
theorem conserved_total_with_steady_gap {a₁ a₂ k E : ℝ} {E₁ E₂ : ℝ → ℝ} (hA : 0 < a₁ + a₂)
    (hk : 0 ≤ k) (hE : 0 < E) (h : IsTrajectory a₁ a₂ k E E₁ E₂) (h0 : E₁ 0 + E₂ 0 = E) :
    (∀ t, 0 ≤ t → E₁ t + E₂ t = E) ∧
      Tendsto (fun t => E₁ t - E₂ t) atTop (𝓝 (steadyGap a₁ a₂ k E)) := by
  refine ⟨fun t ht => total_energy_conserved hA hE h h0 ht, ?_⟩
  have hg : 0 < thermostatRate a₁ a₂ E := div_pos hA hE
  have hc : 0 < thermostatRate a₁ a₂ E + 2 * k := by linarith
  -- the transient dies out
  have hexp : Tendsto (fun t : ℝ => Real.exp (-((thermostatRate a₁ a₂ E + 2 * k) * t)))
      atTop (𝓝 0) :=
    Real.tendsto_exp_neg_atTop_nhds_zero.comp (tendsto_id.const_mul_atTop hc)
  have hlim := (hexp.const_mul (E₁ 0 - E₂ 0 - steadyGap a₁ a₂ k E)).const_add
    (steadyGap a₁ a₂ k E)
  rw [mul_zero, add_zero] at hlim
  refine hlim.congr' ?_
  filter_upwards [eventually_ge_atTop (0 : ℝ)] with t ht
  exact (energy_gap_eq hc.ne' h ht).symm
```

## Equal limiting temperatures require equal heating

The sum and difference determine the individual limits:

E₁(t) → (E + G)/2
E₂(t) → (E − G)/2

For n > 0 degrees of freedom in each subsystem and k_B > 0, the limiting temperatures are

T₁ = (E + G)/(n k_B)
T₂ = (E − G)/(n k_B)
T₁ − T₂ = 2G/(n k_B)

Since g + 2k is positive, G = 0 exactly when a₁ = a₂. The theorem states that the two limits exist and that they are equal exactly in this case; their values are supplied inside the proof. There `h1` and `h2` are the energy limits, and the two directions of the equivalence pass through G = 0. Stronger coupling shrinks the gap, but no finite k closes it when the heating rates differ.

```lean
/-- With positive total heating, `k ≥ 0`, `kB > 0` and initial total energy `E > 0`, two subsystems
with `n > 0` degrees of freedom each have limiting temperatures as `t → ∞`, and these are equal
exactly when the heating rates are equal. -/
theorem limiting_temperatures {a₁ a₂ k E kB : ℝ} {n : ℕ} {E₁ E₂ : ℝ → ℝ} (hA : 0 < a₁ + a₂)
    (hk : 0 ≤ k) (hE : 0 < E) (hn : 0 < n) (hkB : 0 < kB)
    (h : IsTrajectory a₁ a₂ k E E₁ E₂) (h0 : E₁ 0 + E₂ 0 = E) :
    ∃ T₁ T₂ : ℝ, Tendsto (fun t => temperature n kB (E₁ t)) atTop (𝓝 T₁) ∧
      Tendsto (fun t => temperature n kB (E₂ t)) atTop (𝓝 T₂) ∧ (T₁ = T₂ ↔ a₁ = a₂) := by
  obtain ⟨htot, hgap⟩ := conserved_total_with_steady_gap hA hk hE h h0
  -- each energy follows from the sum and the difference
  have h1 : Tendsto E₁ atTop (𝓝 ((E + steadyGap a₁ a₂ k E) / 2)) := by
    refine ((hgap.const_add E).div_const 2).congr' ?_
    filter_upwards [eventually_ge_atTop (0 : ℝ)] with t ht
    linarith [htot t ht]
  have h2 : Tendsto E₂ atTop (𝓝 ((E - steadyGap a₁ a₂ k E) / 2)) := by
    refine ((hgap.const_sub E).div_const 2).congr' ?_
    filter_upwards [eventually_ge_atTop (0 : ℝ)] with t ht
    linarith [htot t ht]
  refine ⟨_, _, (h1.const_mul 2).div_const (n * kB), (h2.const_mul 2).div_const (n * kB), ?_⟩
  have hnk : (n : ℝ) * kB ≠ 0 := mul_ne_zero (Nat.cast_ne_zero.2 hn.ne') hkB.ne'
  have hg : 0 < thermostatRate a₁ a₂ E := div_pos hA hE
  have hc : thermostatRate a₁ a₂ E + 2 * k ≠ 0 := by linarith
  rw [div_left_inj' hnk]
  constructor
  · intro hT
    have hG : steadyGap a₁ a₂ k E = 0 := by linarith
    rw [steadyGap, div_eq_iff hc, zero_mul] at hG
    linarith
  · intro ha
    have hG : steadyGap a₁ a₂ k E = 0 := by rw [steadyGap, ha, sub_self, zero_div]
    rw [hG, add_zero, sub_zero]
```

## When one subsystem takes all the energy

Now assume a₂ ≥ 0 as well. The condition G = E becomes

a₁ − a₂ = (g + 2k)E = a₁ + a₂ + 2kE
a₂ + kE = 0

Both terms are non-negative and E > 0, so a₂ = 0 and k = 0. Conversely, these two values give G = E. An unheated, uncoupled second subsystem therefore has the limiting energy (E − G)/2 = 0. In the proof, `hsum` is the second equation above.

```lean
/-- For positive total heating, `a₂ ≥ 0`, `k ≥ 0` and `E > 0`, the stationary energy difference is
the whole energy `E` exactly when the second subsystem is neither heated nor coupled. -/
theorem steadyGap_eq_total_iff {a₁ a₂ k E : ℝ} (hA : 0 < a₁ + a₂) (h2 : 0 ≤ a₂) (hk : 0 ≤ k)
    (hE : 0 < E) : steadyGap a₁ a₂ k E = E ↔ a₂ = 0 ∧ k = 0 := by
  have hg : 0 < thermostatRate a₁ a₂ E := div_pos hA hE
  have hc : thermostatRate a₁ a₂ E + 2 * k ≠ 0 := by linarith
  have hgE : thermostatRate a₁ a₂ E * E = a₁ + a₂ := div_mul_cancel₀ _ hE.ne'
  rw [steadyGap, div_eq_iff hc]
  constructor
  · intro h
    have hsum : a₂ + k * E = 0 := by linear_combination (-1 / 2 : ℝ) * h + (-1 / 2 : ℝ) * hgE
    have hkE : 0 ≤ k * E := mul_nonneg hk hE.le
    exact ⟨by linarith, (mul_eq_zero.1 (by linarith : k * E = 0)).resolve_right hE.ne'⟩
  · rintro ⟨h2', hk'⟩
    linear_combination (-1 : ℝ) * hgE - 2 * h2' - 2 * E * hk'
```

## Trajectories for every initial gap

For any d, let D(t) be the explicit gap defined earlier and set

E₁ = (E + D)/2
E₂ = (E − D)/2

The sum is E, and D(0) = d. Using gE = a₁ + a₂,

E₁′ = D′/2 = (a₁ − a₂)/2 − (g/2 + k)D = a₁ − gE₁ + k(E₂ − E₁)

The second equation follows in the same way from E₂′ = −D′/2. In the proof, `hD` differentiates the explicit gap, and `linear_combination` checks the two rate equations. The model thus has a trajectory with total E for every initial gap, provided that E ≠ 0 and g + 2k ≠ 0. For E > 0, the two initial kinetic energies are both non-negative exactly when |d| ≤ E.

```lean
/-- For `E ≠ 0` and `g + 2k ≠ 0`, sharing the energy `E` between the subsystems with the difference
`gapAt` solves the rate equations, for every `d`. -/
theorem isTrajectory_witness {a₁ a₂ k E : ℝ} (d : ℝ) (hE : E ≠ 0)
    (hc : thermostatRate a₁ a₂ E + 2 * k ≠ 0) :
    IsTrajectory a₁ a₂ k E (fun t => (E + gapAt a₁ a₂ k E d t) / 2)
      (fun t => (E - gapAt a₁ a₂ k E d t) / 2) := by
  have hgE : thermostatRate a₁ a₂ E * E = a₁ + a₂ := div_mul_cancel₀ _ hE
  have hG : (thermostatRate a₁ a₂ E + 2 * k) * steadyGap a₁ a₂ k E = a₁ - a₂ :=
    mul_div_cancel₀ _ hc
  have hD : ∀ t, HasDerivAt (gapAt a₁ a₂ k E d)
      (a₁ - a₂ - (thermostatRate a₁ a₂ E + 2 * k) * gapAt a₁ a₂ k E d t) t := by
    intro t
    have he := ((hasDerivAt_id' t).const_mul (thermostatRate a₁ a₂ E + 2 * k)).fun_neg.exp
    exact ((he.const_mul (d - steadyGap a₁ a₂ k E)).const_add (steadyGap a₁ a₂ k E)).congr_deriv
      (by unfold gapAt; linear_combination hG)
  constructor
  · intro t _
    exact (((hD t).const_add E).div_const 2).hasDerivWithinAt.congr_deriv
      (by linear_combination (1 / 2 : ℝ) * hgE)
  · intro t _
    exact (((hD t).const_sub E).div_const 2).hasDerivWithinAt.congr_deriv
      (by linear_combination (1 / 2 : ℝ) * hgE)

end

end ThermostattedUnevenHeating
```

```lean
#print axioms ThermostattedUnevenHeating.limiting_temperatures
#print axioms ThermostattedUnevenHeating.steadyGap_eq_total_iff
```

```
'ThermostattedUnevenHeating.limiting_temperatures' depends on axioms: [propext, Classical.choice, Quot.sound]
'ThermostattedUnevenHeating.steadyGap_eq_total_iff' depends on axioms: [propext, Classical.choice, Quot.sound]
```
